# With increasing U(R) and positive penalty p(R), freezing U at the consistent equilibrium never shortens the bond

An equilibrium is taken here to be a global minimum of an energy curve over all bond lengths $R>0$, not merely a point of zero force. The curves are built from three functions of $R$ alone: the uncorrected energy $E_0(R)$, the Hubbard parameter $U(R)$ and the occupation penalty $p(R)$. In a real DFT+U calculation the occupations also respond to $U$; in this model they do not.

In Lean 4 with Mathlib:

```lean
import Mathlib

open Set

namespace FrozenHubbardU

noncomputable section
```

The consistent energy re-evaluates $U$ at every geometry:

```lean
/-- The energy `E0(R) + U(R) p(R)`, with the Hubbard parameter evaluated at the
current bond length. -/
def consistentEnergy (E0 U p : ℝ → ℝ) (R : ℝ) : ℝ := E0 R + U R * p R
```

The frozen energy keeps the value $U(Q)$ from a reference bond length $Q$. In `frozenEnergy E0 U p Q R`, the reference comes first and the varying bond length last.

```lean
/-- The energy `E0(R) + U(Q) p(R)`, with the Hubbard parameter frozen at its value
for the reference bond length `Q`. -/
def frozenEnergy (E0 U p : ℝ → ℝ) (Q R : ℝ) : ℝ := E0 R + U Q * p R
```

`IsEquilibrium E R` says that $R$ is positive and that no positive bond length has lower energy. The functions are defined on all of `ℝ`, but only positive arguments are compared.

```lean
/-- `R` is an equilibrium bond length of the energy curve `E`: it is positive and
minimizes `E` globally among positive bond lengths. -/
def IsEquilibrium (E : ℝ → ℝ) (R : ℝ) : Prop := 0 < R ∧ ∀ S, 0 < S → E R ≤ E S
```

## Global minimality gives two inequalities

Let $R_1$ be an equilibrium of the consistent energy and $R_2$ one of the energy with $U$ frozen at $R_1$. Testing each minimum against the other geometry gives

$$E_0(R_2)+U(R_1)p(R_2)\le E_0(R_1)+U(R_1)p(R_1),$$
$$E_0(R_1)+U(R_1)p(R_1)\le E_0(R_2)+U(R_2)p(R_2).$$

Adding them cancels $E_0$ and the common product, leaving

$$U(R_1)p(R_2)\le U(R_2)p(R_2).$$

In the proofs these two inequalities are `a` and `b`. The existence of $R_1$ and $R_2$ is assumed, not derived.

A local minimum of the frozen curve is not enough for $R_2$. Write $W(R)=(R-1)^2(R-2)^2$ and take $E_0=W-R/10$, $U=R/10$, $p=1$. The consistent energy is $W$, so $R_1=2$ is allowed. The frozen curve has slope $-0.1$ at $R=1$ and $+0.0875$ at $R=1.25$, hence a local minimum in between, at a shorter bond.

## A positive penalty lets us divide

The penalty stands for the cost of fractional occupation, as in a term of the form $\mathrm{Tr}[n(1-n)]$ with occupation matrix $n$. Requiring $p(R)>0$ means that some fractional occupation remains at every finite bond length. By hand, we divide the last inequality by $p(R_2)$ and get $U(R_1)\le U(R_2)$. The proof uses the same positivity in `mul_lt_mul_of_pos_right`.

Non-negativity would not suffice. With $p=0$, $E_0=W$ and $U=R$, both energies equal $W$, and $R_1=2$, $R_2=1$ is a permitted pair.

## Monotonicity of U sets the direction

`StrictMonoOn U (Ioi 0)` says that $U$ strictly increases with bond length for $R>0$, as it might if a receding neighbour screened the site less. If $R_2<R_1$, then $U(R_2)<U(R_1)$, contradicting the inequality just found. So $R_1\le R_2$.

The proof follows this route: `by_contra` supposes $R_2<R_1$, `hlt` records the order of the $U$ values, `c` multiplies it by $p(R_2)$, and `linarith` combines `a`, `b` and `c` into a contradiction.

```lean
/-- For a positive penalty and a strictly increasing `U(R)`, freezing `U` at a consistent
equilibrium `R1` and relaxing to a global minimum never shortens the bond. -/
theorem frozen_bond_not_shorter {E0 U p : ℝ → ℝ} {R1 R2 : ℝ}
    (hp : ∀ R, 0 < R → 0 < p R) (hU : StrictMonoOn U (Ioi 0))
    (h1 : IsEquilibrium (consistentEnergy E0 U p) R1)
    (h2 : IsEquilibrium (frozenEnergy E0 U p R1) R2) : R1 ≤ R2 := by
  by_contra h
  have hlt : U R2 < U R1 := hU h2.1 h1.1 (not_le.mp h)
  -- compare the two minima with each other's geometry
  have a := h2.2 R1 h1.1
  have b := h1.2 R2 h2.1
  simp only [frozenEnergy, consistentEnergy] at a b
  have c := mul_lt_mul_of_pos_right hlt (hp R2 h2.1)
  linarith
```

The limiting case is a constant $U$. The two curves then coincide, and a unique equilibrium gives $R_1=R_2$. With several minima the order is undetermined: $E_0=W$, $U=p=1$ again allows $R_1=2$, $R_2=1$. A merely non-decreasing $U$ is therefore insufficient.

If $U$ strictly decreases, assuming $R_1<R_2$ again yields $U(R_2)<U(R_1)$, and the same contradiction reverses the conclusion.

```lean
/-- For a positive penalty and a strictly decreasing `U(R)`, freezing `U` at a consistent
equilibrium `R1` and relaxing to a global minimum never lengthens the bond. -/
theorem frozen_bond_not_longer {E0 U p : ℝ → ℝ} {R1 R2 : ℝ}
    (hp : ∀ R, 0 < R → 0 < p R) (hU : StrictAntiOn U (Ioi 0))
    (h1 : IsEquilibrium (consistentEnergy E0 U p) R1)
    (h2 : IsEquilibrium (frozenEnergy E0 U p R1) R2) : R2 ≤ R1 := by
  by_contra h
  have hlt : U R2 < U R1 := hU h1.1 h2.1 (not_le.mp h)
  have a := h2.2 R1 h1.1
  have b := h1.2 R2 h2.1
  simp only [frozenEnergy, consistentEnergy] at a b
  have c := mul_lt_mul_of_pos_right hlt (hp R2 h2.1)
  linarith
```

## A stationary relax-and-recompute cycle

Suppose one relaxes to a global minimum at fixed $U$, recomputes $U$, and repeats. A geometry $Q$ at which this can stop minimizes the energy with $U$ frozen at $Q$ itself; this is hypothesis `hQ`. Convergence of the cycle is not addressed. The two minimum conditions are now

$$E_0(Q)+U(Q)p(Q)\le E_0(R_1)+U(Q)p(R_1),$$
$$E_0(R_1)+U(R_1)p(R_1)\le E_0(Q)+U(Q)p(Q).$$

Adding them gives $U(R_1)p(R_1)\le U(Q)p(R_1)$. This time we divide by $p(R_1)$, and monotonicity gives $R_1\le Q$.

```lean
/-- Let `Q` be a fixed point of the cycle that relaxes the bond to a global minimum at frozen `U`
and then recomputes `U`. For a positive penalty and a strictly increasing `U(R)`, `Q` is never
shorter than a consistent equilibrium `R1`. -/
theorem cycle_bond_not_shorter {E0 U p : ℝ → ℝ} {R1 Q : ℝ}
    (hp : ∀ R, 0 < R → 0 < p R) (hU : StrictMonoOn U (Ioi 0))
    (h1 : IsEquilibrium (consistentEnergy E0 U p) R1)
    (hQ : IsEquilibrium (frozenEnergy E0 U p Q) Q) : R1 ≤ Q := by
  by_contra h
  have hlt : U Q < U R1 := hU hQ.1 h1.1 (not_le.mp h)
  have a := hQ.2 R1 h1.1
  have b := h1.2 Q hQ.1
  simp only [frozenEnergy, consistentEnergy] at a b
  -- here the penalty at the consistent equilibrium decides
  have c := mul_lt_mul_of_pos_right hlt (hp R1 h1.1)
  linarith
```

This inequality still allows $Q=R_1$. The next section excludes equality when the three functions are differentiable at $R_1$ and $U'(R_1)>0$. Under those conditions, self-consistency between $U$ and geometry is not the same as minimizing the consistent energy in this one-coordinate model.

## A positive slope of U makes the bond strictly longer

Now let $E_0$, $U$ and $p$ be differentiable at $R_1$, with slopes $e$, $u$ and $q$. The sum and product rules give

$$\text{frozen slope}=e+U(R_1)q,$$
$$\text{consistent slope}=e+U(R_1)q+u\,p(R_1).$$

`HasDerivAt` carries each derivative and its value. The next theorem states the two slopes at a general reference $R$.

```lean
/-- Where `E0`, `U` and `p` are differentiable, with slopes `e`, `u` and `q` at `R`, the
slope of the consistent energy is that of the energy frozen at `R` plus `u p(R)`. -/
theorem slopes_at_reference {E0 U p : ℝ → ℝ} {R e u q : ℝ}
    (hE : HasDerivAt E0 e R) (hU : HasDerivAt U u R) (hp : HasDerivAt p q R) :
    HasDerivAt (frozenEnergy E0 U p R) (e + U R * q) R ∧
      HasDerivAt (consistentEnergy E0 U p) ((e + U R * q) + u * p R) R := by
  constructor
  · exact hE.fun_add (hp.const_mul (U R))
  · exact (hE.fun_add (hU.fun_mul hp)).congr_deriv (by ring)
```

A differentiable curve has zero slope at an equilibrium. Because $R>0$, the global minimum over positive bond lengths is also a local minimum on the real line, and Mathlib's derivative test applies.

```lean
/-- The slope of a differentiable energy curve vanishes at an equilibrium bond length. -/
theorem slope_eq_zero {E : ℝ → ℝ} {R g : ℝ}
    (h : IsEquilibrium E R) (hg : HasDerivAt E g R) : g = 0 := by
  have hmin : IsLocalMin E R := by
    filter_upwards [Ioi_mem_nhds h.1] with S hS using h.2 S hS
  exact hmin.hasDerivAt_eq_zero hg
```

The consistent slope vanishes at $R_1$, so the frozen slope there is $-u\,p(R_1)$. If $u>0$, this is negative: the frozen-$U$ force pushes the atoms apart, and $R_1$ cannot be a frozen equilibrium. That is `key`. It excludes equality in both earlier inequalities, which `lt_of_le_of_ne` turns into strict ones.

```lean
/-- Let the penalty be positive, `U(R)` strictly increasing, and `E0`, `U`, `p` differentiable at a
consistent equilibrium `R1` with `U'(R1) > 0`. Then every equilibrium with `U` frozen at `R1`, and
every equilibrium `Q` with `U` frozen at `Q` itself, has a strictly longer bond than `R1`. -/
theorem bond_strictly_longer {E0 U p : ℝ → ℝ} {R1 e u q : ℝ}
    (hp : ∀ R, 0 < R → 0 < p R) (hU : StrictMonoOn U (Ioi 0))
    (h1 : IsEquilibrium (consistentEnergy E0 U p) R1)
    (dE : HasDerivAt E0 e R1) (dU : HasDerivAt U u R1) (dp : HasDerivAt p q R1)
    (hu : 0 < u) :
    (∀ R2, IsEquilibrium (frozenEnergy E0 U p R1) R2 → R1 < R2) ∧
      (∀ Q, IsEquilibrium (frozenEnergy E0 U p Q) Q → R1 < Q) := by
  -- the missing force term keeps `R1` from being a frozen equilibrium
  have key : ¬ IsEquilibrium (frozenEnergy E0 U p R1) R1 := by
    intro h
    have s := slopes_at_reference dE dU dp
    have a := slope_eq_zero h s.1
    have b := slope_eq_zero h1 s.2
    have c := mul_pos hu (hp R1 h1.1)
    linarith
  constructor
  · intro R2 h2
    refine lt_of_le_of_ne (frozen_bond_not_shorter hp hU h1 h2) ?_
    intro h
    rw [← h] at h2
    exact key h2
  · intro Q hQ
    refine lt_of_le_of_ne (cycle_bond_not_shorter hp hU h1 hQ) ?_
    intro h
    rw [← h] at hQ
    exact key hQ
```

Strict increase of $U$ alone allows equality. With $E_0=(R-1)^2$, $U=1+(R-1)^3$ and $p=1$, the slope $U'(1)$ is zero. The consistent energy is $1+R(R-1)^2$, and both it and the curve frozen at $1$ have their minimum at $R=1$.

Differentiability of $E_0$ matters too. For $E_0=2|R-1|$, $U=R$ and $p=1$, the kink holds both minima at $R=1$ although $U'(1)=1$.

## Bond lengths 1, 2 and 13/5 in an explicit model

Take the following energy, Hubbard parameter and penalty, in arbitrary units. They are chosen for simple algebra, not realism: $1/R$ is unbounded as $R\to0$, unlike $\mathrm{Tr}[n(1-n)]$ for a finite occupation matrix, and $R^2$ grows without limit.

```lean
/-- A model uncorrected energy, `5 R² / 8 - 9 R / 4`. -/
def modelE (R : ℝ) : ℝ := 5 / 8 * R ^ 2 - 9 / 4 * R

/-- A model Hubbard parameter, `R²`. -/
def modelU (R : ℝ) : ℝ := R ^ 2

/-- A model occupation penalty, `1 / R`, for bond lengths `R > 0`. -/
def modelP (R : ℝ) : ℝ := 1 / R
```

For $S>0$, the consistent energy is $\tfrac58S^2-\tfrac54S$, which exceeds its value at $1$ by $\tfrac58(S-1)^2$. With $U$ frozen at $1$, the energy relative to $S=2$ is

$$\frac{(S-2)^2\left(\tfrac58S+\tfrac14\right)}{S}.$$

With $U$ frozen at $13/5$, the energy relative to $S=13/5$ is

$$\frac{(S-\tfrac{13}{5})^2\left(\tfrac58S+1\right)}{S}.$$

All three differences are non-negative, so the consistent bond length is $1$, the frozen one is $2$, and the cycle can stop at $13/5$. The proof establishes each factorization as `h` and its sign as `h'`, using `positivity`.

```lean
/-- In the model the penalty is positive and `U` strictly increasing for `R > 0`. The bond
length 1 is a consistent equilibrium, 2 is an equilibrium with `U` frozen at 1, and `13/5`
is a fixed point of the relax-and-recompute cycle. -/
theorem model_witness :
    (∀ R, 0 < R → 0 < modelP R) ∧ StrictMonoOn modelU (Ioi 0) ∧
      IsEquilibrium (consistentEnergy modelE modelU modelP) 1 ∧
      IsEquilibrium (frozenEnergy modelE modelU modelP 1) 2 ∧
      IsEquilibrium (frozenEnergy modelE modelU modelP (13 / 5)) (13 / 5) := by
  refine ⟨fun R hR => one_div_pos.mpr hR, ?_, ⟨by norm_num, ?_⟩,
    ⟨by norm_num, ?_⟩, ⟨by norm_num, ?_⟩⟩
  · intro a ha b hb hab
    have ha' : 0 < a := ha
    simp only [modelU]
    nlinarith
  -- each energy difference factors with a manifest square
  · intro S hS
    have h : consistentEnergy modelE modelU modelP S
        - consistentEnergy modelE modelU modelP 1 = 5 / 8 * (S - 1) ^ 2 := by
      have hc : S ^ 2 * (1 / S) = S := by field_simp
      simp only [consistentEnergy, modelE, modelU, modelP]
      rw [hc]
      ring
    have h' : 0 ≤ 5 / 8 * (S - 1) ^ 2 := by positivity
    linarith
  · intro S hS
    have h : frozenEnergy modelE modelU modelP 1 S
        - frozenEnergy modelE modelU modelP 1 2
        = (S - 2) ^ 2 * (5 / 8 * S + 1 / 4) * (1 / S) := by
      have hc : S * S⁻¹ = 1 := mul_inv_cancel₀ hS.ne'
      simp only [frozenEnergy, modelE, modelU, modelP, one_div]
      linear_combination (-(5 / 8 * S ^ 2 - 9 / 4 * S + 3 / 2)) * hc
    have h' : 0 ≤ (S - 2) ^ 2 * (5 / 8 * S + 1 / 4) * (1 / S) := by positivity
    linarith
  · intro S hS
    have h : frozenEnergy modelE modelU modelP (13 / 5) S
        - frozenEnergy modelE modelU modelP (13 / 5) (13 / 5)
        = (S - 13 / 5) ^ 2 * (5 / 8 * S + 1) * (1 / S) := by
      have hc : S * S⁻¹ = 1 := mul_inv_cancel₀ hS.ne'
      simp only [frozenEnergy, modelE, modelU, modelP, one_div]
      linear_combination (-(5 / 8 * S ^ 2 - 9 / 4 * S - 39 / 40)) * hc
    have h' : 0 ≤ (S - 13 / 5) ^ 2 * (5 / 8 * S + 1) * (1 / S) := by positivity
    linarith

end

end FrozenHubbardU
```

```lean
#print axioms FrozenHubbardU.frozen_bond_not_shorter
#print axioms FrozenHubbardU.frozen_bond_not_longer
#print axioms FrozenHubbardU.bond_strictly_longer
```

```
'FrozenHubbardU.frozen_bond_not_shorter' depends on axioms: [propext, Classical.choice, Quot.sound]
'FrozenHubbardU.frozen_bond_not_longer' depends on axioms: [propext, Classical.choice, Quot.sound]
'FrozenHubbardU.bond_strictly_longer' depends on axioms: [propext, Classical.choice, Quot.sound]
```
